# The chemical potential that keeps a three-level ensemble at N electrons on average

A system exchanges electrons with a reservoir at inverse temperature $\beta = 1/(k_BT)$ and chemical potential $\mu$. It can hold $N-1$, $N$ or $N+1$ electrons, with one energy level for each number: energies $E_-, E_0, E_+$ and degeneracies $g_-, g_0, g_+ > 0$. The subscripts count electrons, not charge, so "plus" marks the sector with one electron more. The ionization energy and the electron affinity are

$$I = E_- - E_0, \qquad A = E_0 - E_+ .$$

The question is which $\mu$ makes the mean electron number exactly $N$. For $\beta > 0$ the answer is the single value

$$\mu^* = -\frac{I+A}{2} + \frac{1}{2\beta}\log\frac{g_-}{g_+},$$

which tends to $-(I+A)/2$ as the temperature goes to zero. In finite-temperature density functional theory the chemical potential controls the mean electron number, and this formula gives, in closed form, the chemical potential for a mean of $N$ in an ensemble restricted to three levels.

```lean
import Mathlib

open Filter Topology

namespace ThreeStateEnsemble

noncomputable section
```

## Levels, weights and the mean

The structure `Ensemble` records the data. The energies are arbitrary real numbers, so neither $I > A$ nor a positive $I$ is assumed. The degeneracies are positive reals, which includes the physical integers. `N` is a natural number and may be zero; the algebra still holds then, but a sector with $-1$ electrons has no physical meaning, so the physical reading needs $N \ge 1$.

Applying the model to a real atom, molecule or lattice means replacing its full spectrum by these three levels, an approximation that the hypotheses do not justify. The grand-canonical weights also presuppose weak coupling to the reservoir.

```lean
/-- Energies and positive degeneracies of the sectors with `N - 1`, `N` and `N + 1` electrons. -/
structure Ensemble where
  N : ℕ
  EMinus : ℝ
  EZero : ℝ
  EPlus : ℝ
  gMinus : ℝ
  gZero : ℝ
  gPlus : ℝ
  gMinus_pos : 0 < gMinus
  gZero_pos : 0 < gZero
  gPlus_pos : 0 < gPlus
```

A level with degeneracy $g$, energy $E$ and $n$ electrons has the unnormalised weight $g\,e^{-\beta(E-\mu n)}$. Here `gibbs` includes the degeneracy.

```lean
/-- Grand-canonical weight of a level with degeneracy `g`, energy `E` and `n` electrons. -/
def gibbs (β μ g E n : ℝ) : ℝ := g * Real.exp (-β * (E - μ * n))
```

The two energy differences are defined with the signs given above, so $A$ is positive when gaining an electron releases energy.

```lean
namespace Ensemble

variable (S : Ensemble)

/-- Ionization energy `I`: the cost of removing an electron from the `N`-electron system. -/
def ionization : ℝ := S.EMinus - S.EZero

/-- Electron affinity `A`: the energy released when the `N`-electron system gains an electron. -/
def affinity : ℝ := S.EZero - S.EPlus
```

The three sector weights are $w_-$, $w_0$ and $w_+$. The subtraction in $N-1$ is done in the real numbers, not in the natural numbers, where it would stop at zero.

```lean
/-- Weight of the sector with `N - 1` electrons. -/
def wMinus (β μ : ℝ) : ℝ := gibbs β μ S.gMinus S.EMinus ((S.N : ℝ) - 1)

/-- Weight of the sector with `N` electrons. -/
def wZero (β μ : ℝ) : ℝ := gibbs β μ S.gZero S.EZero (S.N : ℝ)

/-- Weight of the sector with `N + 1` electrons. -/
def wPlus (β μ : ℝ) : ℝ := gibbs β μ S.gPlus S.EPlus ((S.N : ℝ) + 1)
```

Their sum is the grand partition function $Z = w_- + w_0 + w_+$, and the sector probabilities are $w_-/Z$, $w_0/Z$ and $w_+/Z$.

```lean
/-- Grand partition function of the three sectors. -/
def partition (β μ : ℝ) : ℝ := S.wMinus β μ + S.wZero β μ + S.wPlus β μ
```

The mean electron number is

$$\langle n\rangle = \frac{(N-1)w_- + N w_0 + (N+1)w_+}{Z}.$$

```lean
/-- Grand-canonical mean electron number. -/
def meanNumber (β μ : ℝ) : ℝ :=
  (((S.N : ℝ) - 1) * S.wMinus β μ + (S.N : ℝ) * S.wZero β μ
    + ((S.N : ℝ) + 1) * S.wPlus β μ) / S.partition β μ
```

The candidate $\mu^*$ is called `neutralMu`. The name refers to the $N$-electron reference system, which need not be electrically neutral.

```lean
/-- The chemical potential `-(I + A)/2 + log(g₋/g₊)/(2β)`, for nonzero `β`. -/
def neutralMu (β : ℝ) : ℝ :=
  -(S.ionization + S.affinity) / 2 + Real.log (S.gMinus / S.gPlus) / (2 * β)
```

## The excess over N

Each weight is a positive degeneracy times an exponential, so it is positive, and so is $Z$. This permits division by $Z$ and cancellation of $w_-$ later.

```lean
theorem wMinus_pos (β μ : ℝ) : 0 < S.wMinus β μ :=
  mul_pos S.gMinus_pos (Real.exp_pos _)

/-- The grand partition function is positive. -/
theorem partition_pos (β μ : ℝ) : 0 < S.partition β μ :=
  add_pos (add_pos (S.wMinus_pos β μ) (mul_pos S.gZero_pos (Real.exp_pos _)))
    (mul_pos S.gPlus_pos (Real.exp_pos _))
```

Subtracting $N = N(w_- + w_0 + w_+)/Z$ from the mean removes $w_0$ from the numerator:

$$\langle n\rangle - N = \frac{w_+ - w_-}{Z}.$$

The excess is the probability of the upper sector minus that of the lower one. In the proof, `eq_div_iff` clears the denominator and `ring` compares the numerators.

```lean
/-- The mean excess of electrons over `N` is the probability of the sector with `N + 1`
electrons minus that of the sector with `N - 1`. -/
theorem meanNumber_sub (β μ : ℝ) :
    S.meanNumber β μ - S.N = (S.wPlus β μ - S.wMinus β μ) / S.partition β μ := by
  have hZ := (S.partition_pos β μ).ne'
  unfold meanNumber
  rw [eq_div_iff hZ, sub_mul, div_mul_cancel₀ _ hZ]
  unfold partition
  ring
```

## The ratio of the outer weights

Dividing the two outer weights gives

$$\frac{w_+}{w_-} = \frac{g_+}{g_-}\,e^{-\beta(E_+ - E_-) + 2\beta\mu}
= \exp\!\Big(2\beta\mu + \beta(E_- - E_+) - \log\frac{g_-}{g_+}\Big).$$

Since $I + A = E_- - E_+$, the definition of $\mu^*$ gives $2\beta\mu^* = -\beta(E_- - E_+) + \log(g_-/g_+)$. Hence

$$w_+ = w_-\,e^{2\beta(\mu-\mu^*)}.$$

The proof follows this calculation. `hx` expands the exponent, while `hp` and `hm` absorb the degeneracies into the exponentials by $g = e^{\log g}$. It then remains to compare two exponents, which `ring` does.

```lean
/-- For `β > 0`, the weight with `N + 1` electrons is the weight with `N - 1` electrons times
`exp(2β(μ - μ*))`, where `μ*` is `neutralMu`. -/
theorem wPlus_eq {β : ℝ} (hβ : 0 < β) (μ : ℝ) :
    S.wPlus β μ = S.wMinus β μ * Real.exp (2 * β * (μ - S.neutralMu β)) := by
  have hb := hβ.ne'
  -- the exponent, with the degeneracies written as logarithms
  have hx : 2 * β * (μ - S.neutralMu β) = 2 * β * μ + β * (S.EMinus - S.EPlus)
      - (Real.log S.gMinus - Real.log S.gPlus) := by
    unfold neutralMu ionization affinity
    rw [Real.log_div S.gMinus_pos.ne' S.gPlus_pos.ne']
    field_simp
    ring
  have hp : S.wPlus β μ
      = Real.exp (Real.log S.gPlus + -β * (S.EPlus - μ * ((S.N : ℝ) + 1))) := by
    rw [Real.exp_add, Real.exp_log S.gPlus_pos]
    rfl
  have hm : S.wMinus β μ
      = Real.exp (Real.log S.gMinus + -β * (S.EMinus - μ * ((S.N : ℝ) - 1))) := by
    rw [Real.exp_add, Real.exp_log S.gMinus_pos]
    rfl
  rw [hx, hp, hm, ← Real.exp_add]
  congr 1
  ring
```

## The condition for a mean of exactly N

By the excess formula, $\langle n\rangle = N$ holds exactly when $w_+ = w_-$. By the ratio, this means $e^{2\beta(\mu-\mu^*)} = 1$, so $2\beta(\mu-\mu^*) = 0$, and $\beta > 0$ leaves $\mu = \mu^*$. The degeneracy $g_0$ of the $N$-electron level plays no part.

The theorem states the equivalence with the formula written out. In the forward direction, `hw` says that the numerator $w_+ - w_-$ is zero, `he` cancels $w_-$, and `h0` concludes that the exponent is zero. In the backward direction, $\mu = \mu^*$ turns the exponential into one and the excess into zero.

```lean
/-- For `β > 0`, the mean electron number equals `N` exactly when
`μ = -(I + A)/2 + log(g₋/g₊)/(2β)`. -/
theorem meanNumber_eq_iff {β : ℝ} (hβ : 0 < β) (μ : ℝ) :
    S.meanNumber β μ = S.N ↔
      μ = -(S.ionization + S.affinity) / 2
        + Real.log (S.gMinus / S.gPlus) / (2 * β) := by
  change _ ↔ μ = S.neutralMu β
  have key := S.meanNumber_sub β μ
  have r := S.wPlus_eq hβ μ
  constructor
  · intro h
    rw [h, sub_self] at key
    -- a vanishing excess forces equal weights of the two outer sectors
    have hw := (div_eq_zero_iff.mp key.symm).resolve_right (S.partition_pos β μ).ne'
    have he : Real.exp (2 * β * (μ - S.neutralMu β)) = 1 :=
      mul_left_cancel₀ (S.wMinus_pos β μ).ne' (by linarith)
    have h0 := (Real.exp_eq_one_iff _).mp he
    have h1 := (mul_eq_zero.mp h0).resolve_left (by positivity)
    linarith
  · intro h
    rw [sub_eq_zero.mpr h, mul_zero, Real.exp_zero, mul_one] at r
    rw [r, sub_self, zero_div] at key
    linarith
```

The same formulas give the sign of the excess:

$$\langle n\rangle - N = \frac{w_-}{Z}\big(e^{2\beta(\mu-\mu^*)} - 1\big).$$

The prefactor is positive, so the mean exceeds $N$ exactly when $\mu > \mu^*$. The rewriting chain strips off the positive factors $1/Z$, $w_-$ and $2\beta$ in turn.

```lean
/-- For `β > 0`, the mean electron number exceeds `N` exactly when the chemical potential
exceeds `neutralMu`. -/
theorem lt_meanNumber_iff {β : ℝ} (hβ : 0 < β) (μ : ℝ) :
    (S.N : ℝ) < S.meanNumber β μ ↔ S.neutralMu β < μ := by
  have h2 : 0 < 2 * β := by positivity
  have hf : S.wPlus β μ - S.wMinus β μ
      = S.wMinus β μ * (Real.exp (2 * β * (μ - S.neutralMu β)) - 1) := by
    rw [S.wPlus_eq hβ μ]
    ring
  rw [← sub_pos (a := S.meanNumber β μ) (b := (S.N : ℝ)), S.meanNumber_sub,
    div_pos_iff_of_pos_right (S.partition_pos β μ), hf,
    mul_pos_iff_of_pos_left (S.wMinus_pos β μ), sub_pos, Real.one_lt_exp_iff,
    mul_pos_iff_of_pos_left h2, sub_pos]
```

## The zero-temperature limit

Let $\mu(\beta)$ be any function that keeps the mean at $N$ for every $\beta > 0$. The equivalence forces

$$\mu(\beta) = -\frac{I+A}{2} + \frac{\log(g_-/g_+)}{2\beta} \longrightarrow -\frac{I+A}{2} \qquad (\beta\to\infty).$$

In Lean, `Tendsto μ atTop (𝓝 ...)` expresses this limit. The term `hl` is the limit of the explicit formula, and `congr'` transfers it to $\mu$, which agrees with the formula for all positive $\beta$.

```lean
/-- If `μ(β)` keeps the mean electron number at `N` for every `β > 0`, then it tends to
`-(I + A)/2` as `β` grows. -/
theorem tendsto_mu (μ : ℝ → ℝ) (h : ∀ β, 0 < β → S.meanNumber β (μ β) = S.N) :
    Tendsto μ atTop (𝓝 (-(S.ionization + S.affinity) / 2)) := by
  have h2 : Tendsto (fun β : ℝ => 2 * β) atTop atTop :=
    tendsto_id.const_mul_atTop (by norm_num)
  -- the degeneracy correction dies out like 1/β
  have hl := (h2.const_div_atTop (Real.log (S.gMinus / S.gPlus))).const_add
    (-(S.ionization + S.affinity) / 2)
  rw [add_zero] at hl
  refine hl.congr' ?_
  filter_upwards [eventually_gt_atTop (0 : ℝ)] with β hβ
  exact ((S.meanNumber_eq_iff hβ (μ β)).mp (h β hβ)).symm
```

## Equal degeneracies and the midpoint

At finite temperature, $\mu^*$ equals $-(I+A)/2$ exactly when $\log(g_-/g_+) = 0$, that is, when $g_- = g_+$. If $g_- > g_+$, the lower sector has more states, and a higher chemical potential is needed to balance it. The proof uses the injectivity of the logarithm on positive numbers.

```lean
/-- For `β > 0`, `neutralMu` equals `-(I + A)/2` exactly when the sectors with `N - 1` and
`N + 1` electrons have equal degeneracies. -/
theorem neutralMu_eq_midpoint_iff {β : ℝ} (hβ : 0 < β) :
    S.neutralMu β = -(S.ionization + S.affinity) / 2 ↔ S.gMinus = S.gPlus := by
  unfold neutralMu
  constructor
  · intro h
    have h0 : Real.log (S.gMinus / S.gPlus) / (2 * β) = 0 := by linarith
    have h1 := (div_eq_zero_iff.mp h0).resolve_right (by positivity)
    rw [Real.log_div S.gMinus_pos.ne' S.gPlus_pos.ne'] at h1
    exact Real.log_injOn_pos S.gMinus_pos S.gPlus_pos (sub_eq_zero.mp h1)
  · intro h
    rw [h, div_self S.gPlus_pos.ne', Real.log_one, zero_div, add_zero]
```

## A mass-action law without the chemical potential

In the product $w_-w_+$ the electron numbers add up to $2N$, as they do in $w_0^2$, so $\mu$ cancels from the ratio. The energies combine to $E_- + E_+ - 2E_0 = I - A$, and therefore

$$\frac{w_-w_+}{w_0^2} = \frac{g_-g_+}{g_0^2}\,e^{-\beta(I-A)}.$$

The probabilities obey the same law, because the factors $1/Z^2$ cancel. The difference $I - A$ is the fundamental gap: when it is positive and large compared with $k_BT$, the exponential factor strongly suppresses the product of the outer weights relative to $w_0^2$, for given degeneracies.

The Lean statement is multiplied out to avoid fractions and holds for every real $\beta$. The step `h` combines the exponentials, and `linear_combination` restores the degeneracies.

```lean
/-- Mass-action law: the product of the weights with `N - 1` and `N + 1` electrons is tied to
the squared weight with `N` electrons by the degeneracies and the factor `exp(-β(I - A))`. -/
theorem mass_action (β μ : ℝ) :
    S.gZero ^ 2 * (S.wMinus β μ * S.wPlus β μ)
      = S.gMinus * S.gPlus * Real.exp (-β * (S.ionization - S.affinity))
        * S.wZero β μ ^ 2 := by
  have h : Real.exp (-β * (S.EMinus - μ * ((S.N : ℝ) - 1)))
        * Real.exp (-β * (S.EPlus - μ * ((S.N : ℝ) + 1)))
      = Real.exp (-β * (S.ionization - S.affinity))
        * Real.exp (-β * (S.EZero - μ * (S.N : ℝ))) ^ 2 := by
    rw [sq, ← Real.exp_add, ← Real.exp_add, ← Real.exp_add]
    congr 1
    unfold ionization affinity
    ring
  unfold wMinus wPlus wZero gibbs
  linear_combination (S.gMinus * S.gPlus * S.gZero ^ 2) * h

end Ensemble

end

end ThreeStateEnsemble
```

```lean
#print axioms ThreeStateEnsemble.Ensemble.lt_meanNumber_iff
-- 'ThreeStateEnsemble.Ensemble.lt_meanNumber_iff' depends on axioms: [propext, Classical.choice, Quot.sound]
#print axioms ThreeStateEnsemble.Ensemble.tendsto_mu
-- 'ThreeStateEnsemble.Ensemble.tendsto_mu' depends on axioms: [propext, Classical.choice, Quot.sound]
#print axioms ThreeStateEnsemble.Ensemble.neutralMu_eq_midpoint_iff
-- 'ThreeStateEnsemble.Ensemble.neutralMu_eq_midpoint_iff' depends on axioms: [propext, Classical.choice, Quot.sound]
#print axioms ThreeStateEnsemble.Ensemble.mass_action
-- 'ThreeStateEnsemble.Ensemble.mass_action' depends on axioms: [propext, Classical.choice, Quot.sound]
```
